# For the gradient energy of √ρ plus the energy in a fixed potential on a periodic grid, a positive density is stationary exactly when √ρ solves the discrete orbital equation

Take a particle on a ring of grid points, described by its density alone. To ask which density makes its energy stationary at fixed particle number, one must first choose what it means to vary a density on a grid. Here the density at one point is changed while all the others are held fixed, and the energy must be differentiable under that change. A single such variation alters the particle number, so stationarity at fixed number is expressed by requiring all these derivatives to equal one common value $\mu$, the chemical potential.

The other natural choice is to vary along $\rho+t\eta$ with $\sum_i\eta_i=0$ and require the derivative at $t=0$ to vanish for every such $\eta$. For a positive density this describes the same stationary points, but $\mu$ would no longer be given in advance: the conclusion would be that some $\mu$ exists for which the orbital equation holds.

```lean
import Mathlib

open Finset

namespace GridOrbitalEquation

noncomputable section
```

## The grid, the energy and the orbital equation

The grid has $N\ge 1$ points with spacing $h$, and its indices are taken modulo $N$. In Lean the points are the elements of `ZMod N`, so `i + 1` passes from the last point back to the first. Densities, potentials and orbitals are real functions on `ZMod N`. The periodic second difference of a function $p$ is

$$(Lp)_i=\frac{p_{i+1}-2p_i+p_{i-1}}{h^2},$$

which is written `lap h p i`.

```lean
/-- The periodic second difference `(p (i+1) - 2 p i + p (i-1)) / h²` on a ring of `N` points
with spacing `h ≠ 0`. -/
def lap {N : ℕ} (h : ℝ) (p : ZMod N → ℝ) (i : ZMod N) : ℝ :=
  (p (i + 1) - 2 * p i + p (i - 1)) / h ^ 2
```

Let $\rho$ be the density, $p_i=\sqrt{\rho_i}$ and $v$ a fixed external potential. In atomic units the energy is

$$E(\rho)=\sum_i\left[\frac{(p_{i+1}-p_i)^2}{2h^2}+v_i\rho_i\right].$$

The first term is the grid form of the von Weizsäcker kinetic energy $\tfrac12\int|\nabla\sqrt\rho|^2$.

```lean
/-- The energy sum of a density `ρ ≥ 0` in the potential `v`: the gradient energy of `√ρ` plus
the potential energy, for grid spacing `h ≠ 0`. -/
def energy {N : ℕ} [NeZero N] (h : ℝ) (v ρ : ZMod N → ℝ) : ℝ :=
  ∑ i, ((√(ρ (i + 1)) - √(ρ i)) ^ 2 / (2 * h ^ 2) + v i * ρ i)
```

The sum carries no grid weight $h$. With the weight, the total energy is $hE$ and the particle number is $h\sum_i\rho_i$. The functional derivative on the grid is then $\frac1h\,\partial(hE)/\partial\rho_i=\partial E/\partial\rho_i$, so $\mu$ is unaffected. In the Lean statements, "particle number" means the unweighted sum.

The equation expected for $p$ is the discretised one-particle Schrödinger equation,

$$-\tfrac12(Lp)_i+v_ip_i=\mu p_i\quad\text{for every } i.$$

```lean
/-- The discrete orbital equation `-(1/2) L p + v p = μ p` at every grid point, for grid
spacing `h ≠ 0`. -/
def OrbitalEq {N : ℕ} (h : ℝ) (v : ZMod N → ℝ) (μ : ℝ) (p : ZMod N → ℝ) : Prop :=
  ∀ i, -(1 / 2) * lap h p i + v i * p i = μ * p i
```

`OrbitalEq h v μ p` is this family of equations. The orbital need not be normalised: $h\sum_ip_i^2=h\sum_i\rho_i$ is the particle number, which is left arbitrary. For $h>0$ the normalised orbital is $p_i/\sqrt{h\sum_j\rho_j}$, and it satisfies the same linear equation. Lean sets division by zero to zero, so some of the theorems below accept $h=0$, but they have physical content only for $h\neq0$.

## Moving the difference from one function to the other

For any functions $p$ and $q$ on the ring, shifting the summation index by one gives

$$\sum_j(p_{j+1}-p_j)\,q_{j+1}=\sum_j(p_j-p_{j-1})\,q_j .$$

Subtracting $\sum_j(p_{j+1}-p_j)q_j$ and dividing by $h^2$ yields

$$\sum_j\frac{(p_{j+1}-p_j)(q_{j+1}-q_j)}{h^2}=-\sum_j(Lp)_j\,q_j .$$

There is no boundary term, because the ring has no ends.

```lean
variable {N : ℕ} [NeZero N]

/-- Summation by parts on the ring: the products of the forward differences of `p` and `q`, divided
by `h²`, sum to minus the sum of `lap h p j * q j`. -/
theorem sum_by_parts (h : ℝ) (p q : ZMod N → ℝ) :
    ∑ j, (p (j + 1) - p j) * (q (j + 1) - q j) / h ^ 2 = -∑ j, lap h p j * q j := by
  -- a sum over the ring does not change when every site is shifted by one
  have key := Equiv.sum_comp (Equiv.addRight (1 : ZMod N))
    (fun j => (p j - p (j - 1)) * q j / h ^ 2)
  simp only [Equiv.coe_addRight, add_sub_cancel_right] at key
  calc ∑ j, (p (j + 1) - p j) * (q (j + 1) - q j) / h ^ 2
      = ∑ j, (p (j + 1) - p j) * q (j + 1) / h ^ 2
        - ∑ j, (p (j + 1) - p j) * q j / h ^ 2 := by
        rw [← Finset.sum_sub_distrib]
        exact Finset.sum_congr rfl fun j _ => by ring
    _ = ∑ j, (p j - p (j - 1)) * q j / h ^ 2
        - ∑ j, (p (j + 1) - p j) * q j / h ^ 2 := by rw [key]
    _ = -∑ j, lap h p j * q j := by
        rw [← Finset.sum_sub_distrib, ← Finset.sum_neg_distrib]
        exact Finset.sum_congr rfl fun j _ => by unfold lap; ring
```

The index shift is `key`, which comes from the fact that adding one is a bijection of `ZMod N`. The `calc` block contains the remaining algebra.

## The derivative of the energy at one point

Fix a point $i$ with $\rho_i>0$. When only $\rho_i$ changes, the orbital responds by

$$q_j=\frac{\partial p_j}{\partial\rho_i}=\frac{\delta_{ji}}{2p_i}.$$

Differentiating the gradient energy term by term and then summing by parts gives

$$\sum_j\frac{(p_{j+1}-p_j)(q_{j+1}-q_j)}{h^2}=-\sum_j(Lp)_jq_j=-\frac{(Lp)_i}{2p_i}.$$

The potential term contributes $v_i$, so

$$\frac{\partial E}{\partial\rho_i}=-\frac{(Lp)_i}{2p_i}+v_i .$$

```lean
/-- At a site with positive density, the derivative of the energy with respect to the density
there is `-(1/2) (L √ρ) / √ρ + v`. -/
theorem hasDerivAt_energy (h : ℝ) (v ρ : ZMod N → ℝ) (i : ZMod N) (hi : 0 < ρ i) :
    HasDerivAt (fun t => energy h v (Function.update ρ i t))
      (-(1 / 2) * lap h (fun j => √(ρ j)) i / √(ρ i) + v i) (ρ i) := by
  -- only the density at site `i` moves
  have hd : ∀ j, HasDerivAt (fun t => Function.update ρ i t j)
      (if j = i then 1 else 0) (ρ i) := by
    intro j
    rcases eq_or_ne j i with rfl | hj
    · rw [if_pos rfl]
      simp only [Function.update_self]
      exact hasDerivAt_id' _
    · rw [if_neg hj]
      simp only [Function.update_of_ne hj]
      exact hasDerivAt_const _ _
  have hs : ∀ j, HasDerivAt (fun t => √(Function.update ρ i t j))
      (if j = i then 1 / (2 * √(ρ i)) else 0) (ρ i) := by
    intro j
    rcases eq_or_ne j i with rfl | hj
    · rw [if_pos rfl]
      simp only [Function.update_self]
      exact Real.hasDerivAt_sqrt hi.ne'
    · rw [if_neg hj]
      simp only [Function.update_of_ne hj]
      exact hasDerivAt_const _ _
  have hterm : ∀ j, HasDerivAt (fun t =>
      (√(Function.update ρ i t (j + 1)) - √(Function.update ρ i t j)) ^ 2 / (2 * h ^ 2)
        + v j * Function.update ρ i t j)
      ((√(ρ (j + 1)) - √(ρ j)) * ((if j + 1 = i then 1 / (2 * √(ρ i)) else 0)
        - (if j = i then 1 / (2 * √(ρ i)) else 0)) / h ^ 2
        + v j * (if j = i then 1 else 0)) (ρ i) := by
    intro j
    refine (((((hs (j + 1)).fun_sub (hs j)).fun_pow 2).div_const (2 * h ^ 2)).fun_add
      ((hd j).const_mul (v j))).congr_deriv ?_
    simp only [Function.update_eq_self, Nat.cast_ofNat, show (2 - 1 : ℕ) = 1 from rfl, pow_one]
    ring
  have hE := HasDerivAt.fun_sum (u := Finset.univ) (fun j _ => hterm j)
  unfold energy
  refine hE.congr_deriv ?_
  -- summation by parts collects the gradient terms that involve site `i`
  have hp := sum_by_parts h (fun j => √(ρ j))
    (fun j => if j = i then 1 / (2 * √(ρ i)) else 0)
  have he : ∑ j, v j * (if j = i then (1 : ℝ) else 0) = v i := by simp
  rw [Finset.sum_add_distrib]
  refine (congrArg₂ (· + ·) hp he).trans ?_
  simp only [mul_ite, mul_zero, Finset.sum_ite_eq', Finset.mem_univ, if_true]
  ring
```

`Function.update ρ i t` is the density $\rho$ with its value at $i$ replaced by $t$. `HasDerivAt` says that the energy, as a function of $t$, is differentiable at $t=\rho_i$ with the stated derivative. In the proof, `hd` and `hs` differentiate the density and its square root at each point, `hterm` applies the chain rule to one term of the energy, and `hp` is the summation by parts with the $q$ above. Since this treats the whole sum at once, it also holds on rings of one or two points, where the neighbours of $i$ are not distinct.

## From stationarity to the orbital equation and back

Let $\rho_i>0$ at every point. If $\partial E/\partial\rho_i=\mu$, multiplication by $p_i$ gives

$$-\tfrac12(Lp)_i+v_ip_i=\mu p_i .$$

Conversely, since $p_i\neq0$, this equation may be divided by $p_i$, which returns $\partial E/\partial\rho_i=\mu$.

```lean
/-- For a positive density, all density derivatives of the energy equal `μ` if and only if
`√ρ` solves the discrete orbital equation with eigenvalue `μ`. -/
theorem stationary_iff_orbitalEq (h μ : ℝ) (v ρ : ZMod N → ℝ) (hρ : ∀ i, 0 < ρ i) :
    (∀ i, HasDerivAt (fun t => energy h v (Function.update ρ i t)) μ (ρ i)) ↔
      OrbitalEq h v μ (fun i => √(ρ i)) := by
  unfold OrbitalEq
  refine forall_congr' fun i => ?_
  have hp : √(ρ i) ≠ 0 := (Real.sqrt_pos.2 (hρ i)).ne'
  have hd := hasDerivAt_energy h v ρ i (hρ i)
  have key : (-(1 / 2) * lap h (fun j => √(ρ j)) i / √(ρ i) + v i) * √(ρ i)
      = -(1 / 2) * lap h (fun j => √(ρ j)) i + v i * √(ρ i) := by
    rw [add_mul, div_mul_cancel₀ _ hp]
  constructor
  · intro H
    rw [H.unique hd]
    exact key.symm
  · intro H
    exact hd.congr_deriv (mul_right_cancel₀ hp (key.trans H))
```

In words: for a positive density, the energy has derivative $\mu$ with respect to the density at every point if and only if $\sqrt\rho$ solves the orbital equation with eigenvalue $\mu$. The forward direction uses the uniqueness of derivatives (`H.unique hd`), and the backward direction cancels the factor $p_i$.

Nonnegativity of $\rho$ is not enough for this equivalence. Take three points, $h=1$, $v=0$, $\mu=0$ and $\rho=0$. Then $p=0$ solves the orbital equation. Raising the density at one point to $t>0$ changes two bonds and gives the energy $\tfrac12t+\tfrac12t=t$, whose slope is $1$ and not $\mu=0$. This density describes no particle, and for $h\neq0$ it is the only kind of exception. If a nonnegative density vanishes at some points but not all, some empty point $i$ has a neighbour with positive density. There the orbital equation would require $p_{i+1}+p_{i-1}=0$, which is false, and the energy contains a term proportional to $\sqrt{\rho_i}$, so it is not differentiable at $\rho_i=0$. Both sides of the equivalence then fail.

For a single particle in a fixed potential on a one-dimensional grid, the theorem links two computations: making the energy stationary over positive densities, and solving the discretised Schrödinger equation for a positive orbital. Passing to the continuum, with $h\to0$ at fixed length of the ring, is a further step that needs its own convergence argument.

## A potential for every positive density

The derivative formula can be solved for the potential. Given a positive density and any number $\mu$, set

$$v_j=\mu+\frac{(Lp)_j}{2p_j}.$$

Then

$$\frac{\partial E}{\partial\rho_i}=-\frac{(Lp)_i}{2p_i}+\mu+\frac{(Lp)_i}{2p_i}=\mu .$$

```lean
/-- Inversion: every positive density has all its energy derivatives equal to `μ` in the
potential `v = μ + (L √ρ) / (2 √ρ)`. -/
theorem stationary_of_inverted_potential (h μ : ℝ) (ρ : ZMod N → ℝ) (hρ : ∀ i, 0 < ρ i)
    (i : ZMod N) :
    HasDerivAt (fun t => energy h (fun j => μ + lap h (fun k => √(ρ k)) j / (2 * √(ρ j)))
      (Function.update ρ i t)) μ (ρ i) :=
  (hasDerivAt_energy h _ ρ i (hρ i)).congr_deriv (by ring)
```

The potential is held fixed while the density varies: in the Lean expression it is built from the original `ρ`, and only the density argument of `energy` is updated.

## The energy excess as a sum of squares

Now let $p>0$ be any positive solution of the orbital equation, and let $\sigma\ge0$ be any density. Write $r_j=\sqrt{\sigma_j}/p_j$. Expanding both sides confirms that

$$(\sqrt{\sigma_{j+1}}-\sqrt{\sigma_j})^2=p_jp_{j+1}(r_{j+1}-r_j)^2+(p_{j+1}-p_j)\left(\frac{\sigma_{j+1}}{p_{j+1}}-\frac{\sigma_j}{p_j}\right).$$

Divide by $2h^2$ and sum over $j$. Summation by parts with $q_j=\sigma_j/p_j$, followed by the orbital equation, turns the last term into

$$-\frac12\sum_j(Lp)_j\frac{\sigma_j}{p_j}=\sum_j(\mu-v_j)\sigma_j .$$

Adding the potential energy $\sum_jv_j\sigma_j$ leaves

$$E(\sigma)-\mu\sum_j\sigma_j=\sum_j\frac{p_jp_{j+1}}{2h^2}(r_{j+1}-r_j)^2 .$$

```lean
/-- If `p > 0` solves the orbital equation, the energy of any density `σ ≥ 0` exceeds `μ ∑ σ`
by a weighted sum of squared differences of the ratio `√σ / p`. -/
theorem energy_excess (h μ : ℝ) (v p σ : ZMod N → ℝ) (hp : ∀ i, 0 < p i)
    (ho : OrbitalEq h v μ p) (hσ : ∀ i, 0 ≤ σ i) :
    energy h v σ - μ * ∑ j, σ j =
      ∑ j, p j * p (j + 1) * (√(σ (j + 1)) / p (j + 1) - √(σ j) / p j) ^ 2 / (2 * h ^ 2) := by
  have core : ∀ a b x y : ℝ, x ≠ 0 → y ≠ 0 → (b - a) ^ 2 =
      x * y * (b / y - a / x) ^ 2 + (y - x) * (b ^ 2 / y - a ^ 2 / x) := by
    intro a b x y hx hy
    field_simp
    ring
  have hs : ∑ j, (p (j + 1) - p j) * (σ (j + 1) / p (j + 1) - σ j / p j) / h ^ 2
      = -∑ j, lap h p j * (σ j / p j) := sum_by_parts h p (fun j => σ j / p j)
  -- the orbital equation removes the second difference
  have hl : -(1 / 2) * ∑ j, lap h p j * (σ j / p j) = ∑ j, (μ - v j) * σ j := by
    rw [Finset.mul_sum]
    refine Finset.sum_congr rfl fun j _ => ?_
    have e : σ j / p j * p j = σ j := div_mul_cancel₀ _ (hp j).ne'
    linear_combination (σ j / p j) * ho j + (μ - v j) * e
  have ht : ∑ j, (√(σ (j + 1)) - √(σ j)) ^ 2 / (2 * h ^ 2) =
      ∑ j, p j * p (j + 1) * (√(σ (j + 1)) / p (j + 1) - √(σ j) / p j) ^ 2 / (2 * h ^ 2)
      + (1 / 2) * ∑ j, (p (j + 1) - p j) * (σ (j + 1) / p (j + 1) - σ j / p j) / h ^ 2 := by
    rw [Finset.mul_sum, ← Finset.sum_add_distrib]
    refine Finset.sum_congr rfl fun j _ => ?_
    have c := core (√(σ j)) (√(σ (j + 1))) (p j) (p (j + 1)) (hp j).ne' (hp (j + 1)).ne'
    rw [Real.sq_sqrt (hσ (j + 1)), Real.sq_sqrt (hσ j)] at c
    rw [c]
    ring
  have hv : ∑ j, (μ - v j) * σ j = μ * ∑ j, σ j - ∑ j, v j * σ j := by
    rw [Finset.mul_sum, ← Finset.sum_sub_distrib]
    exact Finset.sum_congr rfl fun j _ => by ring
  unfold energy
  rw [Finset.sum_add_distrib]
  linear_combination ht + (1 / 2) * hs + hl + hv
```

The algebraic identity is `core`, and `ht` is its sum over the ring. The summation by parts is `hs`, the use of the orbital equation is `hl`, and `linear_combination` adds the pieces.

## The stationary density is the unique minimiser

Let $h\neq0$, let $\rho>0$ be stationary, and let $\sigma\ge0$ satisfy $\sum_i\sigma_i=\sum_i\rho_i$. By the equivalence, $p=\sqrt\rho$ solves the orbital equation, so the excess formula applies to both densities. For $\rho$ itself every ratio is $1$, hence $E(\rho)=\mu\sum_i\rho_i$. Subtracting this from the formula for $\sigma$ gives

$$E(\sigma)-E(\rho)=\sum_j\frac{p_jp_{j+1}}{2h^2}(r_{j+1}-r_j)^2\ge0 .$$

If the difference is zero, every square vanishes, because its weight is positive. The ratio $r_j$ then equals one constant $c$ all around the ring, and $\sigma_i=c^2\rho_i$. Equal particle numbers force $c^2=1$, so $\sigma=\rho$. Every other admissible density therefore has strictly higher energy.

```lean
/-- For spacing `h ≠ 0`, a positive density whose energy derivatives all equal `μ` has strictly
lower energy than every other nonnegative density with the same particle number. -/
theorem stationary_unique_minimizer (h μ : ℝ) (hh : h ≠ 0) (v ρ σ : ZMod N → ℝ)
    (hρ : ∀ i, 0 < ρ i)
    (hst : ∀ i, HasDerivAt (fun t => energy h v (Function.update ρ i t)) μ (ρ i))
    (hσ : ∀ i, 0 ≤ σ i) (hN : ∑ i, σ i = ∑ i, ρ i) (hne : σ ≠ ρ) :
    energy h v ρ < energy h v σ := by
  have ho := (stationary_iff_orbitalEq h μ v ρ hρ).1 hst
  have hp : ∀ i, 0 < √(ρ i) := fun i => Real.sqrt_pos.2 (hρ i)
  have hone : ∀ i, √(ρ i) / √(ρ i) = 1 := fun i => div_self (hp i).ne'
  have gρ : energy h v ρ - μ * ∑ j, ρ j = 0 := by
    rw [energy_excess h μ v (fun i => √(ρ i)) ρ hp ho fun i => (hρ i).le]
    exact Finset.sum_eq_zero fun j _ => by simp [hone]
  have gσ : energy h v σ - μ * ∑ j, σ j = ∑ j, √(ρ j) * √(ρ (j + 1)) *
      (√(σ (j + 1)) / √(ρ (j + 1)) - √(σ j) / √(ρ j)) ^ 2 / (2 * h ^ 2) :=
    energy_excess h μ v (fun i => √(ρ i)) σ hp ho hσ
  have hT : ∀ j, 0 ≤ √(ρ j) * √(ρ (j + 1)) *
      (√(σ (j + 1)) / √(ρ (j + 1)) - √(σ j) / √(ρ j)) ^ 2 / (2 * h ^ 2) :=
    fun j => by positivity
  by_contra hlt
  have hle := not_lt.1 hlt
  have h0 := le_antisymm (by rw [← gσ, hN]; linarith) (Finset.sum_nonneg fun j _ => hT j)
  -- without excess energy the ratio of the two orbitals is the same on neighbouring sites
  have hr : ∀ j, √(σ (j + 1)) / √(ρ (j + 1)) = √(σ j) / √(ρ j) := by
    intro j
    have hj := (Finset.sum_eq_zero_iff_of_nonneg fun j _ => hT j).1 h0 j (Finset.mem_univ j)
    have h2 : 2 * h ^ 2 ≠ 0 := mul_ne_zero two_ne_zero (pow_ne_zero 2 hh)
    have h3 := (div_eq_zero_iff.1 hj).resolve_right h2
    have h4 := (mul_eq_zero.1 h3).resolve_left (mul_pos (hp j) (hp (j + 1))).ne'
    exact sub_eq_zero.1 (pow_eq_zero_iff two_ne_zero |>.1 h4)
  have hnat : ∀ n : ℕ, √(σ (n : ZMod N)) / √(ρ (n : ZMod N)) = √(σ 0) / √(ρ 0) := by
    intro n
    induction n with
    | zero => rw [Nat.cast_zero]
    | succ n ih => rw [Nat.cast_succ, hr, ih]
  obtain ⟨c, hc⟩ : ∃ c, ∀ i, √(σ i) / √(ρ i) = c := by
    refine ⟨√(σ 0) / √(ρ 0), fun i => ?_⟩
    have hi := hnat (ZMod.val i)
    rwa [ZMod.natCast_zmod_val] at hi
  have hσc : ∀ i, σ i = c ^ 2 * ρ i := by
    intro i
    have e := (div_eq_iff (hp i).ne').1 (hc i)
    rw [← Real.sq_sqrt (hσ i), e, mul_pow, Real.sq_sqrt (hρ i).le]
  -- equal particle number fixes the constant
  have hsum : c ^ 2 * ∑ i, ρ i = 1 * ∑ i, ρ i := by
    rw [Finset.mul_sum, one_mul, ← hN]
    exact Finset.sum_congr rfl fun i _ => (hσc i).symm
  have hpos : 0 < ∑ i, ρ i := Finset.sum_pos (fun i _ => hρ i) ⟨0, Finset.mem_univ 0⟩
  have hc1 : c ^ 2 = 1 := mul_right_cancel₀ hpos.ne' hsum
  exact hne (funext fun i => by rw [hσc i, hc1, one_mul])

end

end GridOrbitalEquation
```

The Lean proof assumes that $E(\rho)<E(\sigma)$ fails and derives $\sigma=\rho$, against the hypothesis `hne`. Here `gρ` and `gσ` are the two excess formulas, and `hr` is the equality of neighbouring ratios. The induction `hnat` carries that equality from point $0$ to every other point, and `hsum` uses the particle number to fix $c^2$.

The minimum is taken over all nonnegative densities with the given sum, including those that vanish at some points. The potential must not depend on the density, so a self-consistent mean-field calculation would need a separate argument for minimality.

```lean
#print axioms GridOrbitalEquation.stationary_iff_orbitalEq
#print axioms GridOrbitalEquation.stationary_of_inverted_potential
#print axioms GridOrbitalEquation.stationary_unique_minimizer
```

```
'GridOrbitalEquation.stationary_iff_orbitalEq' depends on axioms: [propext, Classical.choice, Quot.sound]
'GridOrbitalEquation.stationary_of_inverted_potential' depends on axioms: [propext, Classical.choice, Quot.sound]
'GridOrbitalEquation.stationary_unique_minimizer' depends on axioms: [propext, Classical.choice, Quot.sound]
```
